# Gibbs self-adjointness of a finite-dimensional Davies dissipator under thermal rates, with a converse

## The weighted form and the jump condition

Detailed balance for a quantum master equation, read as a symmetry of the generator, is stated relative to a chosen form on observables; in general the Gibbs weight does not commute with the observables and can be placed in the trace in several ways. Here it stands to the left, ⟨X, Y⟩ = Tr(ρ X† Y), with X and Y complex matrices indexed by a finite set `n` of levels. The dynamics is taken in the Heisenberg picture, and only its dissipative part L is treated. Detailed balance then means ⟨X, LY⟩ = ⟨LX, Y⟩ for all X and Y.

```lean
import Mathlib

open Matrix
open scoped ComplexOrder

namespace DaviesDetailedBalance

noncomputable section

variable {n : Type*} [Fintype n] [DecidableEq n]
```

For a Hamiltonian H and a real inverse temperature β the weight is ρ = exp(−βH). It is left unnormalised; the Gibbs state is ρ/Tr ρ, and dividing both sides of the balance equation by that constant changes nothing.

```lean
/-- The unnormalised Gibbs weight `exp(-β H)`. -/
def gibbs (β : ℝ) (H : Matrix n n ℂ) : Matrix n n ℂ := NormedSpace.exp ((-β : ℂ) • H)
```

The form is antilinear in X and linear in Y; Lean writes X† as `Xᴴ`.

```lean
/-- The weighted form `Tr(ρ X† Y)` on observables. -/
def form (ρ X Y : Matrix n n ℂ) : ℂ := trace (ρ * Xᴴ * Y)
```

A jump operator A at the real frequency w (with ħ = 1) satisfies

  [H, A] = −w A.

If Hψ = Eψ then H(Aψ) = (E − w)Aψ, so A removes the energy w. The condition stands for the secular decomposition of a system–bath coupling into Bohr-frequency components. It is assumed, and w may have either sign or vanish.

```lean
/-- The jump condition `[H, A] = -w A` at the real frequency `w`. -/
def Lowers (H A : Matrix n n ℂ) (w : ℝ) : Prop := H * A - A * H = (-(w : ℂ)) • A
```

The dissipator of A acts on an observable X as

  D_A(X) = A† X A − ½ (A†A X + X A†A).

```lean
/-- The Heisenberg-picture dissipator `A† X A - (1/2){A† A, X}`. -/
def heis (A X : Matrix n n ℂ) : Matrix n n ℂ :=
  Aᴴ * X * A - (1 / 2 : ℂ) • (Aᴴ * A * X + X * (Aᴴ * A))
```

With real rates g↓ (`gd`) and g↑ (`gu`), on which no sign is imposed,

  L = g↓ D_A + g↑ D_{A†},  D_{A†}(X) = A X A† − ½ (AA† X + X AA†).

This form of L is postulated: the weak-coupling limit, the commutator with H and the Lamb shift that belong to a full Davies generator do not enter.

```lean
/-- The Davies map: dissipator of `A` with rate `gd` plus dissipator of `A†` with rate `gu`. -/
def davies (A : Matrix n n ℂ) (gd gu : ℝ) (X : Matrix n n ℂ) : Matrix n n ℂ :=
  (gd : ℂ) • heis A X + (gu : ℂ) • heis Aᴴ X
```

## Moving the jump operator through the Gibbs weight

If AX = YA, induction gives AXᵏ = YᵏA for every power k, and therefore

  A exp X = Σₖ A Xᵏ/k! = Σₖ Yᵏ A/k! = exp Y · A.

In `exp_intertwine`, stated for any complex Banach algebra, `hp` is the relation for powers and `hs` the exponential series; uniqueness of sums identifies the two sides.

```lean
/-- If `A X = Y A` in a complex Banach algebra, then `A exp X = exp Y A`. -/
theorem exp_intertwine {B : Type*} [NormedRing B] [NormedAlgebra ℂ B] [CompleteSpace B]
    {A X Y : B} (h : A * X = Y * A) : A * NormedSpace.exp X = NormedSpace.exp Y * A := by
  have hs : ∀ Z : B,
      HasSum (fun k : ℕ => ((k.factorial : ℂ)⁻¹) • Z ^ k) (NormedSpace.exp Z) :=
    fun Z => NormedSpace.exp_series_hasSum_exp' Z
  have hp : ∀ k : ℕ, A * X ^ k = Y ^ k * A := fun k => SemiconjBy.pow_right h k
  -- the two series agree term by term
  refine ((hs X).mul_left A).unique ?_
  have := (hs Y).mul_right A
  simpa only [smul_mul_assoc, mul_smul_comm, hp] using this
```

The jump condition rearranges to AH = (H + w)A, so A(−βH) = (−βH − βw)A. The scalar −βw commutes with −βH and factors out of the exponential:

  A ρ = exp(−βH − βw) A = e^(−βw) ρ A.

These are the steps `hA`, `hs`, `key` and `hone`, the last evaluating the exponential of a multiple of the identity. H need not be Hermitian at this stage.

```lean
/-- If `[H, A] = -w A`, then `A exp(-βH) = exp(-βw) exp(-βH) A`. -/
theorem jump_mul_gibbs {H A : Matrix n n ℂ} {w : ℝ} (h : Lowers H A w) (β : ℝ) :
    A * gibbs β H = (Real.exp (-β * w) : ℂ) • (gibbs β H * A) := by
  have h' : H * A - A * H = (-(w : ℂ)) • A := h
  have hA : A * H = H * A + (w : ℂ) • A := by
    calc A * H = H * A - (H * A - A * H) := by abel
      _ = H * A + (w : ℂ) • A := by rw [h']; module
  -- moving `A` through `H` shifts it by `w`
  have hs : A * ((-β : ℂ) • H)
      = ((-β : ℂ) • H + ((-β * w : ℝ) : ℂ) • (1 : Matrix n n ℂ)) * A := by
    rw [Matrix.mul_smul, hA, Matrix.add_mul, Matrix.smul_mul, Matrix.smul_mul, Matrix.one_mul]
    push_cast
    module
  have key : A * NormedSpace.exp ((-β : ℂ) • H)
      = NormedSpace.exp ((-β : ℂ) • H + ((-β * w : ℝ) : ℂ) • (1 : Matrix n n ℂ)) * A := by
    open scoped Matrix.Norms.Operator in exact exp_intertwine hs
  have hone : ∀ c : ℂ,
      NormedSpace.exp (c • (1 : Matrix n n ℂ)) = Complex.exp c • (1 : Matrix n n ℂ) := by
    intro c
    rw [Matrix.smul_one_eq_diagonal, Matrix.smul_one_eq_diagonal, Matrix.exp_diagonal,
      Complex.exp_eq_exp_ℂ]
    congr 1
    funext i
    exact Pi.coe_exp _ _
  rw [Matrix.exp_add_of_commute _ _ ((Commute.one_right _).smul_right _), hone] at key
  rw [gibbs, key, Matrix.mul_smul, Matrix.mul_one, Matrix.smul_mul, Complex.ofReal_exp]
```

Hermiticity enters through the adjoint. With H† = H and w real, the adjoint of the jump condition is A†H − HA† = −wA†, that is

  [H, A†] = w A† = −(−w) A†.

So A† is a jump operator at −w, and the previous step gives A†ρ = e^(βw) ρA†.

```lean
omit [DecidableEq n] in
/-- For Hermitian `H`, if `A` obeys the jump condition at `w`, then `A†` obeys it at `-w`. -/
theorem Lowers.adjoint {H A : Matrix n n ℂ} {w : ℝ} (hH : H.IsHermitian) (h : Lowers H A w) :
    Lowers H Aᴴ (-w) := by
  have h' : H * A - A * H = (-(w : ℂ)) • A := h
  have h2 := congrArg conjTranspose h'
  have hs : star (-(w : ℂ)) = -(w : ℂ) := by simp
  rw [conjTranspose_sub, conjTranspose_mul, conjTranspose_mul, hH.eq, conjTranspose_smul,
    hs] at h2
  show H * Aᴴ - Aᴴ * H = (-((-w : ℝ) : ℂ)) • Aᴴ
  rw [← neg_sub, h2]
  push_cast
  module
```

## The asymmetry of one dissipator

Let ρ be any matrix with Aρ = c ρA and A†ρ = c′ ρA†, where the complex numbers c and c′ satisfy cc′ = 1. Then A†Aρ = c A†ρA = cc′ ρA†A = ρA†A, which is `h2`. Expanding both sides,

  ⟨X, D_A Y⟩ = Tr(ρX†A†YA) − ½ Tr(ρX†A†AY) − ½ Tr(ρX†YA†A),
  ⟨D_A X, Y⟩ = Tr(ρA†X†AY) − ½ Tr(ρX†A†AY) − ½ Tr(ρA†AX†Y).

The middle terms coincide. The last terms agree by cyclicity and `h2`, since Tr(ρX†YA†A) = Tr(A†AρX†Y) = Tr(ρA†AX†Y); this is `e2`. In the jump term, Tr(ρX†A†YA) = Tr(AρX†A†Y) = c Tr(ρAX†A†Y), which is `e1`. With the abbreviations P = Tr(ρAX†A†Y) and Q = Tr(ρA†X†AY),

  ⟨X, D_A Y⟩ − ⟨D_A X, Y⟩ = cP − Q.

The long `simp only` performs the expansion, and `linear_combination e1 - (1 / 2) * e2` performs the subtraction.

```lean
omit [DecidableEq n] in
/-- If `A ρ = c ρ A`, `A† ρ = c' ρ A†` and `c c' = 1`, the asymmetry of the dissipator of `A`
in the form weighted by `ρ` is `c Tr(ρ A X† A† Y) - Tr(ρ A† X† A Y)`. -/
theorem heis_defect {ρ A : Matrix n n ℂ} (c c' : ℂ) (hc : c * c' = 1)
    (h1 : A * ρ = c • (ρ * A)) (h1' : Aᴴ * ρ = c' • (ρ * Aᴴ)) (X Y : Matrix n n ℂ) :
    form ρ X (heis A Y) - form ρ (heis A X) Y
      = c * trace (ρ * A * Xᴴ * Aᴴ * Y) - trace (ρ * Aᴴ * Xᴴ * A * Y) := by
  -- `A† A` commutes with `ρ`
  have h2 : Aᴴ * A * ρ = ρ * (Aᴴ * A) := by
    rw [Matrix.mul_assoc Aᴴ A ρ, h1, Matrix.mul_smul, ← Matrix.mul_assoc Aᴴ ρ, h1',
      Matrix.smul_mul, smul_smul, hc, one_smul, Matrix.mul_assoc]
  -- jump term: cycle `A` to the front and move it through `ρ`
  have e1 : trace (ρ * (Xᴴ * (Aᴴ * (Y * A)))) = c * trace (ρ * (A * (Xᴴ * (Aᴴ * Y)))) := by
    have := trace_mul_comm (ρ * (Xᴴ * (Aᴴ * Y))) A
    simp only [Matrix.mul_assoc] at this
    rw [this, ← Matrix.mul_assoc A ρ, h1, Matrix.smul_mul, trace_smul, smul_eq_mul,
      Matrix.mul_assoc ρ A]
  -- anticommutator term
  have e2 : trace (ρ * (Xᴴ * (Y * (Aᴴ * A)))) = trace (ρ * (Aᴴ * (A * (Xᴴ * Y)))) := by
    have := trace_mul_comm (ρ * (Xᴴ * Y)) (Aᴴ * A)
    rw [← Matrix.mul_assoc (Aᴴ * A) ρ, h2] at this
    simpa only [Matrix.mul_assoc] using this
  have hs : star (1 / 2 : ℂ) = 1 / 2 := by simp
  simp only [form, heis, conjTranspose_sub, conjTranspose_smul, conjTranspose_add,
    conjTranspose_mul, conjTranspose_conjTranspose, hs, Matrix.mul_sub, Matrix.sub_mul,
    Matrix.mul_add, Matrix.add_mul, Matrix.mul_smul, Matrix.smul_mul, trace_sub, trace_add,
    trace_smul, smul_eq_mul, Matrix.mul_assoc]
  linear_combination e1 - (1 / 2) * e2
```

## The asymmetry of L at arbitrary rates

For the Gibbs weight, A has c = e^(−βw) and c′ = e^(βw), giving e^(−βw)P − Q (`d1`). For A† the constants and the two traces exchange roles, giving e^(βw)Q − P (`d2`). Real rates pass unchanged through the adjoint, so

  ⟨X, LY⟩ − ⟨LX, Y⟩ = g↓ (e^(−βw)P − Q) + g↑ (e^(βw)Q − P)
           = (g↓ e^(−βw) − g↑)(P − e^(βw)Q).

The factorisation uses e^(−βw)e^(βw) = 1, which is why `hc` appears in the closing linear combination.

```lean
/-- For Hermitian `H`, `[H, A] = -w A` and arbitrary rates, the asymmetry of the Davies map in
the Gibbs form is `(gd exp(-βw) - gu) (Tr(ρ A X† A† Y) - exp(βw) Tr(ρ A† X† A Y))`. -/
theorem davies_defect {H A : Matrix n n ℂ} {w β : ℝ} (hH : H.IsHermitian) (h : Lowers H A w)
    (gd gu : ℝ) (X Y : Matrix n n ℂ) :
    form (gibbs β H) X (davies A gd gu Y) - form (gibbs β H) (davies A gd gu X) Y
      = ((gd : ℂ) * (Real.exp (-β * w) : ℂ) - (gu : ℂ))
        * (trace (gibbs β H * A * Xᴴ * Aᴴ * Y)
          - (Real.exp (β * w) : ℂ) * trace (gibbs β H * Aᴴ * Xᴴ * A * Y)) := by
  have h1 := jump_mul_gibbs h β
  have h2 := jump_mul_gibbs (h.adjoint hH) β
  have he : -β * -w = β * w := by ring
  rw [he] at h2
  have hc : (Real.exp (-β * w) : ℂ) * (Real.exp (β * w) : ℂ) = 1 := by
    rw [← Complex.ofReal_mul, ← Real.exp_add]
    simp
  have d1 := heis_defect _ _ hc h1 h2 X Y
  have d2 := heis_defect (A := Aᴴ) (Real.exp (β * w) : ℂ) (Real.exp (-β * w) : ℂ)
    (by rw [mul_comm]; exact hc) h2 (by rw [conjTranspose_conjTranspose]; exact h1) X Y
  simp only [form, conjTranspose_conjTranspose] at d1 d2
  simp only [davies, form, conjTranspose_add, conjTranspose_smul, Complex.star_def,
    Complex.conj_ofReal, Matrix.mul_add, Matrix.add_mul, Matrix.mul_smul, Matrix.smul_mul,
    trace_add, trace_smul, smul_eq_mul]
  linear_combination (gd : ℂ) * d1 + (gu : ℂ) * d2
    + (gd : ℂ) * trace (gibbs β H * Aᴴ * Xᴴ * A * Y) * hc
```

## Thermal rates give self-adjointness

The relation g↑ = g↓ e^(−βw) stands for a bath in equilibrium at inverse temperature β, where absorption of the energy w is weighted by a Boltzmann factor relative to emission. It is the hypothesis `hg`, not derived from a bath model. It makes the first factor vanish, so `davies_selfAdjoint` reads: for Hermitian H, a jump operator A at w and rates in this ratio, ⟨X, LY⟩ = ⟨LX, Y⟩ for all X and Y.

```lean
/-- For Hermitian `H`, `[H, A] = -w A` and `gu = gd exp(-βw)`, the Davies map is self-adjoint
for the form `Tr(exp(-βH) X† Y)`. -/
theorem davies_selfAdjoint {H A : Matrix n n ℂ} {w β gd gu : ℝ} (hH : H.IsHermitian)
    (h : Lowers H A w) (hg : gu = gd * Real.exp (-β * w)) (X Y : Matrix n n ℂ) :
    form (gibbs β H) X (davies A gd gu Y) = form (gibbs β H) (davies A gd gu X) Y := by
  rw [← sub_eq_zero, davies_defect hH h, hg]
  push_cast
  ring
```

A finite family of channels, labelled by k in `ι`, has its own Aₖ, wₖ and rates for each k and shares H and β. The form is additive in each slot, so the identity holds for the sum term by term. Cross terms between different jump operators are absent from the sum. The summed map L sends the identity to zero, so X = 1 gives Tr(ρ LY) = 0 for every Y: these relaxation terms leave the Gibbs state of H stationary. This consequence is not formalised here.

```lean
/-- A finite sum of Davies maps, each with its own jump operator, frequency and rates obeying
`gu = gd exp(-βw)`, is self-adjoint for the form `Tr(exp(-βH) X† Y)`. -/
theorem davies_sum_selfAdjoint {ι : Type*} [Fintype ι] {H : Matrix n n ℂ} {β : ℝ}
    {A : ι → Matrix n n ℂ} {w gd gu : ι → ℝ} (hH : H.IsHermitian)
    (h : ∀ k, Lowers H (A k) (w k)) (hg : ∀ k, gu k = gd k * Real.exp (-β * w k))
    (X Y : Matrix n n ℂ) :
    form (gibbs β H) X (∑ k, davies (A k) (gd k) (gu k) Y)
      = form (gibbs β H) (∑ k, davies (A k) (gd k) (gu k) X) Y := by
  simp only [form, conjTranspose_sum, Matrix.mul_sum, Matrix.sum_mul, trace_sum]
  exact Finset.sum_congr rfl fun k _ => davies_selfAdjoint hH (h k) (hg k) X Y
```

## For a single channel with βw ≠ 0, self-adjointness forces the thermal relation between the rates

Suppose L is self-adjoint, A ≠ 0 and βw ≠ 0. Put X = 1 and Y = R with Rρ = 1; such an R exists because a matrix exponential is invertible. Cyclicity gives Tr(ρBCR) = Tr(BC) for any matrices B and C (`t`), so P = Tr(AA†) = Tr(A†A) = Q, and

  0 = (g↓ e^(−βw) − g↑)(1 − e^(βw)) Tr(A†A).

The trace vanishes only for A = 0 (`hτ`), and 1 − e^(βw) only for βw = 0 (`he`), which leaves g↑ = g↓ e^(−βw). The theorem concerns one channel and is silent at βw = 0; at w = 0 a Hermitian A would give P = Q, hence zero asymmetry whatever the rates.

```lean
/-- Converse: for Hermitian `H`, `[H, A] = -w A`, `A ≠ 0` and `β w ≠ 0`, self-adjointness of
the Davies map in the Gibbs form forces `gu = gd exp(-βw)`. -/
theorem rates_of_selfAdjoint {H A : Matrix n n ℂ} {w β gd gu : ℝ} (hH : H.IsHermitian)
    (h : Lowers H A w) (hA : A ≠ 0) (hw : β * w ≠ 0)
    (hsa : ∀ X Y, form (gibbs β H) X (davies A gd gu Y)
      = form (gibbs β H) (davies A gd gu X) Y) :
    gu = gd * Real.exp (-β * w) := by
  obtain ⟨R, hR⟩ := (Matrix.isUnit_exp ((-β : ℂ) • H)).exists_left_inv
  have hR' : R * gibbs β H = 1 := hR
  have t : ∀ B C : Matrix n n ℂ,
      trace (gibbs β H * B * (1 : Matrix n n ℂ)ᴴ * C * R) = trace (B * C) := by
    intro B C
    rw [trace_mul_comm, conjTranspose_one, Matrix.mul_one, ← Matrix.mul_assoc,
      ← Matrix.mul_assoc, hR', Matrix.one_mul]
  -- test the defect on the identity and the inverse Gibbs weight
  have hd := davies_defect (β := β) hH h gd gu 1 R
  rw [hsa 1 R, sub_self, t A Aᴴ, t Aᴴ A, trace_mul_comm A Aᴴ] at hd
  have hτ : trace (Aᴴ * A) ≠ 0 :=
    fun e => hA (Matrix.trace_conjTranspose_mul_self_eq_zero_iff.mp e)
  have he : (1 : ℂ) - (Real.exp (β * w) : ℂ) ≠ 0 :=
    sub_ne_zero.mpr fun e =>
      hw ((Real.exp_eq_one_iff _).mp (Complex.ofReal_eq_one.mp e.symm))
  have h0 : ((gd : ℂ) * (Real.exp (-β * w) : ℂ) - (gu : ℂ))
      * ((1 - (Real.exp (β * w) : ℂ)) * trace (Aᴴ * A)) = 0 := by
    linear_combination -hd
  have h1 := (mul_eq_zero.mp h0).resolve_right (mul_ne_zero he hτ)
  apply Complex.ofReal_injective
  rw [Complex.ofReal_mul]
  linear_combination -h1
```

## Two levels

The smallest system with a transition has levels |0⟩ and |1⟩ and H = diag(0, w).

```lean
/-- Two-level Hamiltonian `diag(0, w)`. -/
def qubitH (w : ℝ) : Matrix (Fin 2) (Fin 2) ℂ := !![0, 0; 0, (w : ℂ)]
```

The jump operator A = |0⟩⟨1| takes |1⟩ to |0⟩.

```lean
/-- Two-level jump operator `|0⟩⟨1|`. -/
def qubitA : Matrix (Fin 2) (Fin 2) ℂ := !![0, 1; 0, 0]
```

Since HA = 0 and AH = wA, the commutator is −wA. The theorem `qubit_witness` checks entry by entry that H is Hermitian, that the jump condition holds and that A ≠ 0, for every real w. The populations show what the symmetry means here, in an evaluation that goes past that theorem and is not machine-checked. The normalised weights are p₀ = 1/(1 + e^(−βw)) and p₁ = e^(−βw)/(1 + e^(−βw)). For the projectors Π₀ = |0⟩⟨0| and Π₁ = |1⟩⟨1|,

  LΠ₁ = g↑ Π₀ − g↓ Π₁,  LΠ₀ = g↓ Π₁ − g↑ Π₀,

so ⟨Π₀, LΠ₁⟩ = ⟨LΠ₀, Π₁⟩, divided by Tr ρ, reads p₀ g↑ = p₁ g↓: equal upward and downward flux, as in a classical two-state rate equation.

```lean
/-- `diag(0, w)` is Hermitian, and `|0⟩⟨1|` is nonzero and obeys `[H, A] = -w A`. -/
theorem qubit_witness (w : ℝ) :
    (qubitH w).IsHermitian ∧ Lowers (qubitH w) qubitA w ∧ qubitA ≠ 0 := by
  refine ⟨?_, ?_, ?_⟩
  · unfold Matrix.IsHermitian
    ext i j
    fin_cases i <;> fin_cases j <;> simp [qubitH, conjTranspose_apply]
  · unfold Lowers
    ext i j
    fin_cases i <;> fin_cases j <;>
      simp [qubitH, qubitA]
  · intro h
    have := congrFun (congrFun h 0) 1
    simp [qubitA] at this

end

end DaviesDetailedBalance
```

```lean
#print axioms DaviesDetailedBalance.davies_sum_selfAdjoint
#print axioms DaviesDetailedBalance.rates_of_selfAdjoint
```

```
'DaviesDetailedBalance.davies_sum_selfAdjoint' depends on axioms: [propext, Classical.choice, Quot.sound]
'DaviesDetailedBalance.rates_of_selfAdjoint' depends on axioms: [propext, Classical.choice, Quot.sound]
```
